# Difference of the numbers of product states of three equal integer spins at neighbouring total projections

The declaration `trimerCount_sub` concerns three spins of the same integer size n, whose product states are labelled by three projections, each running from −n to n; no Hamiltonian enters. It states that, for every integer M, the number of product states with total projection M minus the number with total projection M + 1 is max(0, 2n + 1 − |M − n|) − max(0, 2n + 1 − |M + n + 1|). The attempt fixes the projection a of one spin, so that each trimer count becomes a sum over a of the number of states of the other two spins with total projection M − a or M + 1 − a. The difference of the two sums then telescopes to two boundary terms, for which a closed formula has already been proved.

In Lean, a first try:

```lean
import Mathlib

open Finset

namespace IntegerSpinTrimer

/-- The allowed projections `-n, ..., n` of a single spin `n`. -/
noncomputable abbrev projections (n : ℕ) : Finset ℤ := Icc (-(n : ℤ)) n

/-- The number of product states of two spins `n` with total projection `k`. -/
noncomputable def pairCount (n : ℕ) (k : ℤ) : ℕ :=
  ((projections n ×ˢ projections n).filter (fun p => p.1 + p.2 = k)).card

/-- The number of product states of three spins `n` with total projection `M`. -/
noncomputable def trimerCount (n : ℕ) (M : ℤ) : ℕ :=
  ((projections n ×ˢ (projections n ×ˢ projections n)).filter
    (fun p => p.1 + p.2.1 + p.2.2 = M)).card

/-- Two spins `n` have `2n + 1 - |k|` product states of total projection `k`, and none
when this number is negative. -/
theorem pairCount_eq (n : ℕ) (k : ℤ) :
    (pairCount n k : ℤ) = max 0 (2 * n + 1 - |k|) := by
  -- the first projection fixes the second one
  have h : (projections n ×ˢ projections n).filter (fun p => p.1 + p.2 = k) =
      (Icc (max (-(n : ℤ)) (k - n)) (min (n : ℤ) (k + n))).image (fun b => (b, k - b)) := by
    ext ⟨x, y⟩
    simp only [mem_filter, mem_product, mem_Icc, mem_image, Prod.mk.injEq]
    constructor
    · intro h
      exact ⟨x, by omega, rfl, by omega⟩
    · rintro ⟨b, hb, rfl, rfl⟩
      omega
  unfold pairCount
  rw [h, card_image_of_injective _ (fun a b h => by simpa using congrArg Prod.fst h),
    Int.card_Icc, abs_eq_max_neg]
  omega

/-- The states of the trimer are counted by fixing the projection of one spin and counting
the states of the remaining pair. -/
theorem trimerCount_eq_sum (n : ℕ) (M : ℤ) :
    trimerCount n M = ∑ a ∈ projections n, pairCount n (M - a) := by
  unfold trimerCount pairCount
  rw [card_filter, sum_product]
  refine sum_congr rfl fun a _ => ?_
  rw [card_filter]
  refine sum_congr rfl fun y _ => ?_
  exact if_congr (by constructor <;> intro h <;> dsimp only at * <;> omega) rfl rfl

/-- A sum of successive differences over all projections of a spin `n` reduces to its
two boundary terms. -/
theorem sum_projections_telescope (f : ℤ → ℤ) (n : ℕ) :
    ∑ a ∈ projections n, (f a - f (a - 1)) = f n - f (-(n : ℤ) - 1) := by
  induction n with
  | zero => simp [projections]
  | succ n ih =>
    -- raising the spin by one adds one projection at each end
    have hset : projections (n + 1) =
        insert ((n : ℤ) + 1) (insert (-(n : ℤ) - 1) (projections n)) := by
      ext x
      simp only [mem_insert, mem_Icc]
      omega
    have h1 : (n : ℤ) + 1 ∉ insert (-(n : ℤ) - 1) (projections n) := by
      simp only [mem_insert, mem_Icc]
      omega
    have h2 : -(n : ℤ) - 1 ∉ projections n := by
      simp only [mem_Icc]
      omega
    have e1 : (n : ℤ) + 1 - 1 = n := by ring
    have e2 : ((n + 1 : ℕ) : ℤ) = (n : ℤ) + 1 := by simp
    have e3 : -((n + 1 : ℕ) : ℤ) - 1 = -(n : ℤ) - 1 - 1 := by omega
    rw [hset, sum_insert h1, sum_insert h2, ih, e3, e2, e1]
    ring

/-- The difference between the numbers of trimer states at projections `M` and `M + 1`
is a difference of two pair counts, written here in closed form. -/
theorem trimerCount_sub (n : ℕ) (M : ℤ) :
    (trimerCount n M : ℤ) - trimerCount n (M + 1) =
      max 0 (2 * n + 1 - |M - n|) - max 0 (2 * n + 1 - |M + n + 1|) := by
  have h := sum_projections_telescope (fun a => (pairCount n (M - a) : ℤ)) n
  dsimp only at h
  rw [sum_sub_distrib] at h
  have e : ∀ a : ℤ, M - (a - 1) = M + 1 - a := fun a => by ring
  have e' : M + 1 - -(n : ℤ) = M + n + 1 := by ring
  simp only [e] at h
  rw [e', pairCount_eq, pairCount_eq] at h
  rw [trimerCount_eq_sum, trimerCount_eq_sum]
  push_cast
  exact h

end IntegerSpinTrimer
```

Messages:

```
Main.lean:80:2: error: `dsimp` made no progress
```

What went wrong. The message says that `dsimp only at h` found nothing to change in `h`, which Lean treats as an error. The step was there to tidy up after the telescoping lemma was applied to the function `fun a => (pairCount n (M - a) : ℤ)`. One might expect `h` to contain this function still applied to `a`, `a - 1` and the two boundary values, with the arguments not yet substituted into its body.

However, Lean already carries out these substitutions when it infers the type of `h` from the lemma and its arguments. The hypothesis therefore speaks directly of `pairCount n (M - a)` and `pairCount n (M - (a - 1))`. Without any lemmas to rewrite with, `dsimp only` had no work left.

The diff deletes this line and changes nothing else. The next step, `rw [sum_sub_distrib] at h`, can split the sum of differences as it stands, and the rest of the proof goes through unchanged.

The repair, with which the file compiles:

```diff
@@ -78,5 +78,4 @@
       max 0 (2 * n + 1 - |M - n|) - max 0 (2 * n + 1 - |M + n + 1|) := by
   have h := sum_projections_telescope (fun a => (pairCount n (M - a) : ℤ)) n
-  dsimp only at h
   rw [sum_sub_distrib] at h
   have e : ∀ a : ℤ, M - (a - 1) = M + 1 - a := fun a => by ring
```
